# Conserved energy and divergences for source-free Maxwell equations on a periodic staggered grid

A time-domain simulation of a source-free electromagnetic field in a periodic box of vacuum can impose the divergence constraints on the initial fields and afterwards advance only the two curl equations. On a staggered grid with continuous time this is sound, because the curl equations leave both discrete divergences unchanged at every site; they also conserve the field energy.

```lean
import Mathlib

open Finset

namespace StaggeredMaxwell

noncomputable section

/-- For positive `N`, the sites of a periodic cubic grid with `N` sites along each axis. For `N = 0`
this is the infinite grid, since `ZMod 0` is `ℤ`. -/
abbrev Grid (N : ℕ) := Fin 3 → ZMod N

/-- A real vector field on the grid: three components, each a function of the site. -/
abbrev VField (N : ℕ) := Fin 3 → Grid N → ℝ

variable {N : ℕ}

/-- Forward difference along axis `i`, in units of the grid spacing. -/
def fwd (i : Fin 3) (f : Grid N → ℝ) (x : Grid N) : ℝ :=
  f (x + Pi.single i 1) - f x

/-- Backward difference along axis `i`, in units of the grid spacing. -/
def bwd (i : Fin 3) (f : Grid N → ℝ) (x : Grid N) : ℝ :=
  f x - f (x - Pi.single i 1)

/-- The curl built from a given family `D` of difference operators. -/
def curl (D : Fin 3 → (Grid N → ℝ) → Grid N → ℝ) (F : VField N) : VField N :=
  ![D 1 (F 2) - D 2 (F 1), D 2 (F 0) - D 0 (F 2), D 0 (F 1) - D 1 (F 0)]

/-- The divergence built from a given family `D` of difference operators. -/
def divergence (D : Fin 3 → (Grid N → ℝ) → Grid N → ℝ) (F : VField N) (x : Grid N) : ℝ :=
  D 0 (F 0) x + D 1 (F 1) x + D 2 (F 2) x

/-- The forward divergence of a forward curl vanishes at every site. -/
theorem div_curl_fwd (F : VField N) : divergence fwd (curl fwd F) = 0 := by
  funext x
  change fwd 0 (fwd 1 (F 2) - fwd 2 (F 1)) x + fwd 1 (fwd 2 (F 0) - fwd 0 (F 2)) x
    + fwd 2 (fwd 0 (F 1) - fwd 1 (F 0)) x = 0
  simp only [fwd, Pi.sub_apply]
  -- shifts along different axes commute
  rw [add_right_comm x (Pi.single 1 1) (Pi.single 0 1),
    add_right_comm x (Pi.single 2 1) (Pi.single 0 1),
    add_right_comm x (Pi.single 2 1) (Pi.single 1 1)]
  ring

/-- The backward divergence of a backward curl vanishes at every site. -/
theorem div_curl_bwd (F : VField N) : divergence bwd (curl bwd F) = 0 := by
  funext x
  change bwd 0 (bwd 1 (F 2) - bwd 2 (F 1)) x + bwd 1 (bwd 2 (F 0) - bwd 0 (F 2)) x
    + bwd 2 (bwd 0 (F 1) - bwd 1 (F 0)) x = 0
  simp only [bwd, Pi.sub_apply]
  rw [sub_right_comm x (Pi.single 1 1) (Pi.single 0 1),
    sub_right_comm x (Pi.single 2 1) (Pi.single 0 1),
    sub_right_comm x (Pi.single 2 1) (Pi.single 1 1)]
  ring

variable [NeZero N]

/-- The inner product of two real fields: the sum over components and sites. -/
def pair (F G : VField N) : ℝ := ∑ i, ∑ x, F i x * G i x

/-- The inner product of real fields is symmetric. -/
theorem pair_comm (F G : VField N) : pair F G = pair G F :=
  sum_congr rfl fun _ _ => sum_congr rfl fun _ _ => mul_comm _ _

/-- The inner product is linear in its first field. -/
theorem pair_add_smul (F G H : VField N) (c : ℝ) :
    pair (F + c • G) H = pair F H + c * pair G H := by
  simp only [pair, mul_sum, ← sum_add_distrib]
  refine sum_congr rfl fun i _ => sum_congr rfl fun x _ => ?_
  simp only [Pi.add_apply, Pi.smul_apply, smul_eq_mul]
  ring

/-- Summation by parts on the periodic grid: moving a forward difference to the other
factor turns it into minus a backward difference. -/
theorem sum_by_parts (i : Fin 3) (f g : Grid N → ℝ) :
    ∑ x, fwd i f x * g x = -∑ x, f x * bwd i g x := by
  -- relabel the sites by one shift along axis `i`
  have h := Equiv.sum_comp (Equiv.addRight (Pi.single i 1 : Grid N))
    (fun x => f x * g (x - Pi.single i 1))
  simp only [Equiv.coe_addRight, add_sub_cancel_right] at h
  simp only [fwd, bwd, sub_mul, mul_sub, sum_sub_distrib]
  linear_combination h

/-- The forward curl and the backward curl are adjoint to each other. -/
theorem curl_adjoint (E B : VField N) :
    pair (curl fwd E) B = pair E (curl bwd B) := by
  simp only [pair, curl, Fin.sum_univ_three, Matrix.cons_val, Pi.sub_apply, sub_mul,
    mul_sub, sum_sub_distrib]
  linear_combination sum_by_parts 1 (E 2) (B 0) - sum_by_parts 2 (E 1) (B 0)
    + sum_by_parts 2 (E 0) (B 1) - sum_by_parts 0 (E 2) (B 1)
    + sum_by_parts 0 (E 1) (B 2) - sum_by_parts 1 (E 0) (B 2)

/-- The two curl equations of the source-free Maxwell system on the staggered grid, continuous in
time and without the divergence constraints: `E' = K B` and `B' = -C E`, with `K` the backward and
`C` the forward curl. -/
def SolvesMaxwell (E B : ℝ → VField N) : Prop :=
  ∀ t, HasDerivAt E (curl bwd (B t)) t ∧ HasDerivAt B (-curl fwd (E t)) t

/-- If a time-dependent field `F` has derivative `F'` at time `t`, then `pair F F` has derivative
`2 * pair (F t) F'` there. -/
theorem hasDerivAt_pair_self {F : ℝ → VField N} {F' : VField N} {t : ℝ}
    (h : HasDerivAt F F' t) :
    HasDerivAt (fun s => pair (F s) (F s)) (2 * pair (F t) F') t := by
  have c : ∀ i x, HasDerivAt (fun s => F s i x) (F' i x) t := fun i x =>
    hasDerivAt_pi.1 (hasDerivAt_pi.1 h i) x
  have d := HasDerivAt.fun_sum (u := univ) fun (i : Fin 3) _ =>
    HasDerivAt.fun_sum (u := univ) fun (x : Grid N) _ => (c i x).fun_mul (c i x)
  refine d.congr_deriv ?_
  simp only [pair, mul_sum]
  exact sum_congr rfl fun i _ => sum_congr rfl fun x _ => by ring

/-- Every solution of the two staggered-grid curl equations conserves `pair E E + pair B B`, the
backward divergence of `E` and the forward divergence of `B`, the latter two site by site. -/
theorem maxwell_conservation {E B : ℝ → VField N} (h : SolvesMaxwell E B) (s t : ℝ) :
    pair (E t) (E t) + pair (B t) (B t) = pair (E s) (E s) + pair (B s) (B s) ∧
    divergence bwd (E t) = divergence bwd (E s) ∧
    divergence fwd (B t) = divergence fwd (B s) := by
  -- a quantity whose time derivative vanishes is constant
  have const : ∀ f : ℝ → ℝ, (∀ r, HasDerivAt f 0 r) → f t = f s := fun f hf =>
    is_const_of_deriv_eq_zero (fun r => (hf r).differentiableAt) (fun r => (hf r).deriv) t s
  refine ⟨const (fun r => pair (E r) (E r) + pair (B r) (B r)) fun r => ?_,
    funext fun x => const (fun r => divergence bwd (E r) x) fun r => ?_,
    funext fun x => const (fun r => divergence fwd (B r) x) fun r => ?_⟩
  · -- the two energy flows cancel because the curls are adjoint
    refine ((hasDerivAt_pair_self (h r).1).fun_add
      (hasDerivAt_pair_self (h r).2)).congr_deriv ?_
    have hneg : pair (B r) (-curl fwd (E r)) = -pair (B r) (curl fwd (E r)) := by
      simp only [pair, Pi.neg_apply, mul_neg, sum_neg_distrib]
    rw [hneg, pair_comm (B r), curl_adjoint]
    ring
  · have c : ∀ i y, HasDerivAt (fun q => E q i y) (curl bwd (B r) i y) r := fun i y =>
      hasDerivAt_pi.1 (hasDerivAt_pi.1 (h r).1 i) y
    have d := (((c 0 x).fun_sub (c 0 (x - Pi.single 0 1))).fun_add
      ((c 1 x).fun_sub (c 1 (x - Pi.single 1 1)))).fun_add
      ((c 2 x).fun_sub (c 2 (x - Pi.single 2 1)))
    exact d.congr_deriv (congrFun (div_curl_bwd (B r)) x)
  · have c : ∀ i y, HasDerivAt (fun q => B q i y) (-curl fwd (E r) i y) r := fun i y =>
      hasDerivAt_pi.1 (hasDerivAt_pi.1 (h r).2 i) y
    have d := (((c 0 (x + Pi.single 0 1)).fun_sub (c 0 x)).fun_add
      ((c 1 (x + Pi.single 1 1)).fun_sub (c 1 x))).fun_add
      ((c 2 (x + Pi.single 2 1)).fun_sub (c 2 x))
    refine d.congr_deriv ?_
    have z := congrFun (div_curl_fwd (E r)) x
    simp only [divergence, fwd, Pi.zero_apply] at z
    linear_combination -z

/-- Leapfrog (Yee) time stepping with step `τ`, where `B n` is the magnetic field half a step before
`E n`, conserves `pair (E n) (E n)` plus the inner product of the two adjacent magnetic fields,
`pair (B n) (B (n + 1))`. -/
theorem leapfrog_energy {E B : ℕ → VField N} {τ : ℝ}
    (hB : ∀ n, B (n + 1) = B n - τ • curl fwd (E n))
    (hE : ∀ n, E (n + 1) = E n + τ • curl bwd (B (n + 1))) (n : ℕ) :
    pair (E n) (E n) + pair (B n) (B (n + 1)) = pair (E 0) (E 0) + pair (B 0) (B 1) := by
  induction n with
  | zero => rfl
  | succ n ih =>
    rw [← ih]
    -- express the later and the earlier magnetic field through the middle one
    have b2 : B (n + 1 + 1) = B (n + 1) + (-τ) • curl fwd (E (n + 1)) := by
      rw [hB (n + 1)]; module
    have b0 : B n = B (n + 1) + τ • curl fwd (E n) := by
      rw [hB n]; module
    have h1 : pair (B (n + 1)) (B (n + 1 + 1)) = pair (B (n + 1)) (B (n + 1))
        + (-τ) * pair (curl fwd (E (n + 1))) (B (n + 1)) := by
      rw [pair_comm, b2, pair_add_smul]
    have h2 : pair (B n) (B (n + 1)) = pair (B (n + 1)) (B (n + 1))
        + τ * pair (curl fwd (E n)) (B (n + 1)) := by
      rw [← pair_add_smul, ← b0]
    have q : ∀ H, pair (E (n + 1)) H
        = pair (E n) H + τ * pair (curl bwd (B (n + 1))) H := by
      intro H
      rw [hE n, pair_add_smul]
    -- adjointness of the curls balances the electric and magnetic changes
    linear_combination q (E (n + 1)) + q (E n) + pair_comm (E n) (E (n + 1)) + h1 - h2
      - τ * curl_adjoint (E (n + 1)) (B (n + 1)) - τ * curl_adjoint (E n) (B (n + 1))
      - τ * pair_comm (E (n + 1)) (curl bwd (B (n + 1)))
      - τ * pair_comm (E n) (curl bwd (B (n + 1)))

end

end StaggeredMaxwell
```

```lean
#print axioms StaggeredMaxwell.maxwell_conservation
-- 'StaggeredMaxwell.maxwell_conservation' depends on axioms: [propext, Classical.choice, Quot.sound]
#print axioms StaggeredMaxwell.leapfrog_energy
-- 'StaggeredMaxwell.leapfrog_energy' depends on axioms: [propext, Classical.choice, Quot.sound]
```

## From the vacuum equations to two different curls

In vacuum, in units where the speed of light is 1, the fields obey $\partial_t E = \nabla\times B$ and $\partial_t B = -\nabla\times E$. In a periodic box the energy is constant because the curl can be moved from one factor of an integral to the other, and the divergences are constant because $\nabla\cdot(\nabla\times F)=0$. The question is whether both facts survive when derivatives become differences.

Let $e_i$ be the unit step along axis $i\in\{0,1,2\}$, with the axes numbered as in Lean. The forward and backward differences are

$$(D_i^+f)(x)=f(x+e_i)-f(x),\qquad (D_i^-f)(x)=f(x)-f(x-e_i).$$

Write $C$ for the curl built from $D^+$ and $K$ for the curl built from $D^-$. The grid equations are $E'=KB$ and $B'=-CE$.

The two kinds of difference reflect the staggering. The number $E_i(x)$ stands for the field at the midpoint of the edge from $x$ to $x+e_i$, and $B_i(x)$ for the field at the centre of the face spanned by the other two steps from $x$. Each difference is then centred on the field component that it updates.

## Moving a curl across the inner product

Let $\langle F,G\rangle=\sum_i\sum_x F_i(x)G_i(x)$ and $\|F\|^2=\langle F,F\rangle$. On a periodic grid, replacing $x$ by $x-e_i$ only relabels the terms of a sum, so

$$\sum_x f(x+e_i)g(x)=\sum_x f(x)g(x-e_i).$$

Subtracting $\sum_x f(x)g(x)$ from both sides gives summation by parts:

$$\sum_x (D_i^+f)\,g=-\sum_x f\,(D_i^-g).$$

The product $\langle CE,B\rangle$ has six terms:

$$\sum_x\big[(D_1^+E_2-D_2^+E_1)B_0+(D_2^+E_0-D_0^+E_2)B_1+(D_0^+E_1-D_1^+E_0)B_2\big].$$

Moving each difference to $B$ and collecting the components of $E$ gives

$$\sum_x\big[E_0(D_1^-B_2-D_2^-B_1)+E_1(D_2^-B_0-D_0^-B_2)+E_2(D_0^-B_1-D_1^-B_0)\big],$$

which is $\langle E,KB\rangle$. Therefore

$$\frac{d}{dt}\big(\|E\|^2+\|B\|^2\big)=2\langle E,KB\rangle-2\langle B,CE\rangle=0.$$

For the divergences, shifts along different axes commute, and so do differences of the same kind. In

$$D_0^-(D_1^-B_2-D_2^-B_1)+D_1^-(D_2^-B_0-D_0^-B_2)+D_2^-(D_0^-B_1-D_1^-B_0)$$

the terms cancel in pairs. This expression is the time derivative of the backward divergence of $E$. The same cancellation with $D^+$ shows that the forward divergence of $CE$ vanishes, so the forward divergence of $B$ is constant.

## The energy that leapfrog steps preserve

With time step $\tau$, the leapfrog (Yee) updates are

$$B_{n+1}=B_n-\tau CE_n,\qquad E_{n+1}=E_n+\tau KB_{n+1}.$$

In this section of formulas the subscript counts time steps. The field $B_n$ belongs half a step before $E_n$, so it is the field usually written $B^{n-1/2}$. The electric part of the energy changes by

$$\|E_{n+1}\|^2-\|E_n\|^2=\langle E_{n+1}-E_n,E_{n+1}+E_n\rangle=\tau\langle KB_{n+1},E_{n+1}+E_n\rangle.$$

Since $B_{n+2}-B_n=-\tau C(E_{n+1}+E_n)$, the magnetic part changes by

$$\langle B_{n+1},B_{n+2}\rangle-\langle B_n,B_{n+1}\rangle=-\tau\langle B_{n+1},C(E_{n+1}+E_n)\rangle.$$

By adjointness the two changes cancel, and $\|E_n\|^2+\langle B_n,B_{n+1}\rangle$ is constant for every real $\tau$. In a lossless, source-free periodic vacuum run, this quantity can be monitored and should stay constant apart from rounding.

Its conservation does not imply stability: for a large step a negative magnetic term can outweigh the electric term, and the fields may then grow while the sum stays fixed.

## What the Lean statements fix

A site is a function `Fin 3 → ZMod N`, so periodicity is built into the addition of site labels. A `VField N` holds three real functions on the same set of labels; the half-cell offsets appear only through the choice of `fwd` or `bwd`. Both `curl` and `divergence` take the family of differences as an argument.

The condition `NeZero N` makes the grid finite. The case $N=1$ is allowed, and there every difference is zero.

The inner product is `pair`, with no cell volume and no factor $\tfrac12$. The conserved sum is therefore twice the usual field energy in units where the grid spacing, the speed of light and the vacuum constants are 1. In the formulas of this text, $\|E\|^2$ stands for `pair E E`; Lean's default norm on these functions is a maximum norm, and its square is not this sum.

`SolvesMaxwell E B` says that both equations hold at every real time. `maxwell_conservation` then compares any two times `s` and `t`: the energies agree, and the two divergences agree as functions of the site. The theorem does not require the divergences to be zero. A nonzero backward divergence of `E` describes a static charge density, whose total over the periodic grid is zero; a physical magnetic field has zero forward divergence. Divergences that start at zero remain zero.

`leapfrog_energy` assumes the two update rules and concerns the energy alone. The divergence identities, applied to each update, give constancy of the divergences for leapfrog as well, though no theorem above records it.

The step from this model to a real field is the continuum limit: nothing here bounds the difference between a grid solution and a solution of Maxwell's equations in space.

## How the lemmas carry the argument

`div_curl_fwd` and `div_curl_bwd` expand the differences at a site. The rewrites with `add_right_comm` and `sub_right_comm` put commuting shifts in the same order, and `ring` cancels the terms.

In `sum_by_parts`, `Equiv.sum_comp` performs the relabelling of sites. `curl_adjoint` expands both sides and adds six instances of that lemma, with the signs of the six terms above.

`hasDerivAt_pair_self` applies the product rule at each component and site, which gives the derivative $2\langle F,F'\rangle$. In `maxwell_conservation`, the local fact `const` says that a function with zero derivative everywhere is constant. It is used once for the energy, where `curl_adjoint` supplies the cancellation, and once for each divergence, where the divergence-of-curl lemmas do.

`leapfrog_energy` is an induction on `n`. The facts `b2` and `b0` express the later and earlier magnetic fields through the middle one, and `h1` and `h2` insert them into the magnetic products. The fact `q` expands products with the new electric field, using `pair_add_smul`. The final `linear_combination` combines these with symmetry and two uses of `curl_adjoint`.

## Exponential growth when both curls are forward

Suppose the equation for $E$ used the forward curl too, so that $E'=CB$ and $B'=-CE$. Take $N=2$ and let $s(x)=(-1)^{x_1}$, for which $D_1^+s=-2s$. Set $E_0=a(t)s$ and $B_2=b(t)s$, with all other components zero. The equations reduce to

$$a'=-2b,\qquad b'=-2a,$$

and $a=e^{2t}$, $b=-e^{2t}$ is a solution. Its energy sum over the eight sites is $16e^{4t}$, which is not conserved. With the backward curl restored in the first equation, $a'=2b$ and $b'=-2a$, so $a^2+b^2$ is constant.
